# Phonon satellites of an exciton coupled linearly to one mode: a double Poisson series

Expand the lineshape of a phonon-coupled exciton to first order in the Huang-Rhys factor $S$, and the unshifted line gets the weight $1-S(2n+1)$. This is negative as soon as $S(2n+1)>1$, which strong coupling or a high temperature can bring about. The full series has no such defect: its weights are nonnegative and sum to one.

Here $S\ge 0$ is the Huang-Rhys factor, the mean number of phonons emitted at zero temperature, and $n\ge 0$ is the mean thermal occupation of a mode of frequency $w$. With $\hbar=1$ and energies measured from the zero-phonon transition, the lineshape for absorption of light, written in time $t$, is

$$L(t)=\exp\!\big(-S[(n+1)(1-e^{-iwt})+n(1-e^{iwt})]\big).$$

## From the exponential to the satellites

Write $P_a(k)=e^{-a}a^k/k!$ for the Poisson weight of mean $a$, with $a^0=1$ also at $a=0$. The exponential series gives

$$\sum_k P_a(k)z^k=e^{-a}e^{az}=e^{a(z-1)}.$$

Put $a=S(n+1)$, $z=e^{-iwt}$ for emission, and $b=Sn$, $z=e^{iwt}$ for absorption. The product of the two right-hand sides is $L(t)$. Both series converge absolutely, so they multiply to

$$L(t)=\sum_{p,q}W_{pq}\,e^{-i(p-q)wt},\qquad W_{pq}=P_a(p)P_b(q),$$

where $p$ counts emitted and $q$ absorbed phonons; the spectrum shows only the difference $p-q$. In particular $W_{00}=e^{-a-b}=e^{-S(2n+1)}$. For $S,n>0$ the processes with $p=q\ge 1$ also leave the energy unshifted, so the whole unshifted line is stronger than $W_{00}$.

For the moments, consider $\sum_k k(k-1)\cdots(k-r+1)P_a(k)$. Terms with $k<r$ vanish. Setting $k=j+r$ turns the rest into $a^r e^{-a}\sum_j a^j/j!=a^r$. The average of the product of the order-$r$ factor in $p$ and the order-$s$ factor in $q$ is therefore $a^rb^s$. Order zero gives total weight 1, and $\langle p-q\rangle=a-b=S$. For the variance, expand

$$(p-q-S)^2=p(p-1)+q(q-1)+(1-2S)p+(1+2S)q-2pq+S^2.$$

Its average is $(a-b)^2+a+b-2S(a-b)+S^2=a+b=S(2n+1)$. The shift $(p-q)w$ thus has mean $Sw$ and variance $S(2n+1)w^2$.

Finally, collect processes by net phonon number: $E_k=\sum_q W_{q+k,q}$ and $A_k=\sum_q W_{q,q+k}$. Both $n^kW_{q+k,q}$ and $(n+1)^kW_{q,q+k}$ equal

$$e^{-a-b}\,\frac{S^{2q+k}\,[n(n+1)]^{q+k}}{(q+k)!\,q!},$$

so $n^kE_k=(n+1)^kA_k$. For $n=1/(e^{\beta w}-1)$, with $\beta$ the inverse temperature, $n+1=e^{\beta w}n$. Cancelling $n^k$ leaves $A_k=e^{-k\beta w}E_k$.

## Weights, lineshape and net lines in Lean

```lean
import Mathlib

open Finset

namespace ExcitonPhononSatellites

noncomputable section
```

The parameters are real numbers, and phonon numbers are natural numbers.

```lean
/-- The Poisson weight of `k` phonons at mean number `a`. -/
def poissonWeight (a : ℝ) (k : ℕ) : ℝ :=
  Real.exp (-a) * a ^ k / (k.factorial : ℝ)

/-- The weight of the process with `p` emitted and `q` absorbed phonons, for Huang-Rhys factor `S`
and mean phonon occupation `n`. -/
def satelliteWeight (S n : ℝ) (p q : ℕ) : ℝ :=
  poissonWeight (S * (n + 1)) p * poissonWeight (S * n) q
```

`satelliteWeight S n p q` is $W_{pq}$. Its product form encodes the independence of emission and absorption counts.

```lean
/-- The time-domain lineshape of an exciton coupled to one phonon mode of frequency `w`
with mean occupation `n`. -/
def lineshape (S n w t : ℝ) : ℂ :=
  Complex.exp (-(S : ℂ) * (((n : ℂ) + 1) * (1 - Complex.exp (-(Complex.I * w * t)))
    + (n : ℂ) * (1 - Complex.exp (Complex.I * w * t))))
```

The lineshape is a definition: it is the known response of a displaced harmonic oscillator in thermal equilibrium, and is not derived here from a Hamiltonian. It contains one exciton level and one undamped mode, with no electronic phase factor, and it takes the transition dipole to be independent of the oscillator's coordinate (the Condon approximation).

A derivation would start from a thermal average that compares the oscillator's evolution under the undisplaced and the displaced Hamiltonian. The formula for $L(t)$ would then become a theorem.

```lean
/-- The total weight of all processes that emit `k` phonons net. -/
def emissionLine (S n : ℝ) (k : ℕ) : ℝ := ∑' q : ℕ, satelliteWeight S n (q + k) q

/-- The total weight of all processes that absorb `k` phonons net. -/
def absorptionLine (S n : ℝ) (k : ℕ) : ℝ := ∑' q : ℕ, satelliteWeight S n q (q + k)
```

These are $E_k$ and $A_k$. "Emission" and "absorption" refer to phonons, not to light. At $k=0$ both are the whole unshifted line.

## Convergent products and factorial moments

```lean
/-- The product of two absolutely convergent series is the double series of the products. -/
theorem hasSum_prod {R : Type*} [NormedRing R] [CompleteSpace R] {f g : ℕ → R} {a b c : R}
    {F : ℕ × ℕ → R} (hf : HasSum f a) (hg : HasSum g b)
    (nf : Summable fun k => ‖f k‖) (ng : Summable fun k => ‖g k‖)
    (hF : ∀ x, F x = f x.1 * g x.2) (hc : c = a * b) : HasSum F c := by
  have h := hf.mul hg (summable_mul_of_summable_norm nf ng)
  rw [hc, funext hF]
  exact h
```

`HasSum F c` says that the series converges to `c`, irrespective of the order of summation. The lemma multiplies two series whose norms are summable, and serves both the real moments and the complex lineshape.

```lean
/-- The factorial moment of order `r` of the Poisson weights of mean `a` is `a ^ r`. -/
theorem poisson_factorial_moment (a : ℝ) (r : ℕ) :
    HasSum (fun k : ℕ => (k.descFactorial r : ℝ) * poissonWeight a k) (a ^ r) := by
  have ser : HasSum (fun k : ℕ => a ^ k / (k.factorial : ℝ)) (Real.exp a) := by
    rw [Real.exp_eq_exp_ℝ]
    exact NormedSpace.expSeries_div_hasSum_exp a
  have h : HasSum (fun k : ℕ => a ^ r * Real.exp (-a) * (a ^ k / (k.factorial : ℝ)))
      (a ^ r * Real.exp (-a) * Real.exp a) := ser.mul_left _
  have hv : a ^ r * Real.exp (-a) * Real.exp a = a ^ r := by
    rw [mul_assoc, ← Real.exp_add]
    simp
  rw [hv] at h
  -- the first r terms vanish, so the series may be shifted by r
  have h0 : ∑ i ∈ range r, (i.descFactorial r : ℝ) * poissonWeight a i = 0 :=
    Finset.sum_eq_zero fun i hi => by
      rw [Nat.descFactorial_eq_zero_iff_lt.mpr (Finset.mem_range.mp hi)]
      simp
  refine (hasSum_nat_add_iff' r).mp ?_
  simp only [h0, sub_zero]
  have e : ∀ k : ℕ, ((k + r).descFactorial r : ℝ) * poissonWeight a (k + r)
      = a ^ r * Real.exp (-a) * (a ^ k / (k.factorial : ℝ)) := by
    intro k
    have hf : (k.factorial : ℝ) * ((k + r).descFactorial r : ℝ) = ((k + r).factorial : ℝ) := by
      have h1 := Nat.factorial_mul_descFactorial (Nat.le_add_left r k)
      rw [Nat.add_sub_cancel] at h1
      exact_mod_cast h1
    have hk : (k.factorial : ℝ) ≠ 0 := by exact_mod_cast k.factorial_ne_zero
    have hkr : ((k + r).factorial : ℝ) ≠ 0 := by exact_mod_cast (k + r).factorial_ne_zero
    have hd : ((k + r).descFactorial r : ℝ) ≠ 0 := by
      intro h2
      rw [h2, mul_zero] at hf
      exact hkr hf.symm
    simp only [poissonWeight]
    rw [← hf, pow_add]
    field_simp
  simp only [e]
  exact h
```

`k.descFactorial r` is $k(k-1)\cdots(k-r+1)$. The proof follows the shift above: `h0` removes the first $r$ terms, `hasSum_nat_add_iff'` moves the index, and `e` cancels the factorials.

```lean
/-- The joint factorial moments of the numbers of emitted and absorbed phonons are
`(S (n + 1)) ^ r * (S n) ^ s`. -/
theorem joint_factorial_moment (S n : ℝ) (r s : ℕ) :
    HasSum (fun x : ℕ × ℕ => (x.1.descFactorial r : ℝ) * (x.2.descFactorial s : ℝ)
      * satelliteWeight S n x.1 x.2) ((S * (n + 1)) ^ r * (S * n) ^ s) := by
  have h1 := poisson_factorial_moment (S * (n + 1)) r
  have h2 := poisson_factorial_moment (S * n) s
  have n1 := summable_norm_iff.mpr h1.summable
  have n2 := summable_norm_iff.mpr h2.summable
  refine hasSum_prod h1 h2 n1 n2 (fun x => ?_) rfl
  simp only [satelliteWeight]
  ring
```

## The double series for the lineshape

```lean
/-- The exciton lineshape is the double series over `p` emitted and `q` absorbed phonons of the
satellite weights times the phases `exp (-i (p - q) w t)`. -/
theorem lineshape_hasSum (S n w t : ℝ) :
    HasSum (fun x : ℕ × ℕ => (satelliteWeight S n x.1 x.2 : ℂ)
      * Complex.exp (-(Complex.I * ((x.1 : ℂ) - (x.2 : ℂ)) * w * t))) (lineshape S n w t) := by
  have ser : ∀ z : ℂ, HasSum (fun k : ℕ => z ^ k / (k.factorial : ℂ)) (Complex.exp z) := by
    intro z
    rw [Complex.exp_eq_exp_ℂ]
    exact NormedSpace.expSeries_div_hasSum_exp z
  -- generating function of one Poisson distribution
  have key : ∀ (a : ℝ) (z : ℂ), HasSum (fun k : ℕ => (poissonWeight a k : ℂ) * z ^ k)
      (Complex.exp ((a : ℂ) * (z - 1))) := by
    intro a z
    have e : ∀ k : ℕ, (poissonWeight a k : ℂ) * z ^ k
        = Complex.exp (-(a : ℂ)) * (((a : ℂ) * z) ^ k / (k.factorial : ℂ)) := by
      intro k
      simp only [poissonWeight]
      push_cast
      rw [mul_pow]
      ring
    simp only [e]
    rw [show (a : ℂ) * (z - 1) = -(a : ℂ) + (a : ℂ) * z by ring, Complex.exp_add]
    exact (ser ((a : ℂ) * z)).mul_left (Complex.exp (-(a : ℂ)))
  have h1 := key (S * (n + 1)) (Complex.exp (-(Complex.I * w * t)))
  have h2 := key (S * n) (Complex.exp (Complex.I * w * t))
  -- emission and absorption are independent: multiply the two series
  have n1 := summable_norm_iff.mpr h1.summable
  have n2 := summable_norm_iff.mpr h2.summable
  refine hasSum_prod h1 h2 n1 n2 (fun x => ?_) ?_
  · have hz : Complex.exp (-(Complex.I * ((x.1 : ℂ) - (x.2 : ℂ)) * w * t))
        = Complex.exp (-(Complex.I * w * t)) ^ x.1 * Complex.exp (Complex.I * w * t) ^ x.2 := by
      rw [← Complex.exp_nat_mul, ← Complex.exp_nat_mul, ← Complex.exp_add]
      congr 1
      ring
    rw [hz]
    simp only [satelliteWeight]
    rw [Complex.ofReal_mul]
    ring
  · change _ = Complex.exp _ * Complex.exp _
    rw [← Complex.exp_add, lineshape]
    congr 1
    push_cast
    ring
```

The step `key` is the Poisson generating function. It is applied at the two phases, and `hasSum_prod` multiplies the results. The last two goals match the phases term by term and the exponents of the sum. No signs are assumed, so the identity holds for all real `S`, `n`, `w` and `t`.

## Total weight, zero-phonon weight and the first two moments

```lean
/-- For nonnegative coupling and occupation the satellite weights are nonnegative and
sum to one. -/
theorem satelliteWeight_probability (S n : ℝ) (hS : 0 ≤ S) (hn : 0 ≤ n) :
    (∀ p q, 0 ≤ satelliteWeight S n p q) ∧
      HasSum (fun x : ℕ × ℕ => satelliteWeight S n x.1 x.2) 1 := by
  constructor
  · intro p q
    unfold satelliteWeight poissonWeight
    positivity
  · simpa using joint_factorial_moment S n 0 0
```

Here the signs of `S` and `n` enter: they make both Poisson means nonnegative, and hence all the weights. With no sign condition a weight can be negative, as $W_{10}=-e$ at $S=-1$, $n=0$ shows. The sum is the joint moment of order zero.

```lean
/-- The zero-phonon process has weight `exp (-S (2 n + 1))`. -/
theorem zero_phonon_weight (S n : ℝ) :
    satelliteWeight S n 0 0 = Real.exp (-(S * (2 * n + 1))) := by
  simp only [satelliteWeight, poissonWeight, pow_zero, Nat.factorial_zero, Nat.cast_one,
    mul_one, div_one]
  rw [← Real.exp_add]
  congr 1
  ring

/-- Summed with the satellite weights, the shift `(p - q) w` gives `S w`, and its squared deviation
from `S w` gives `S (2 n + 1) w ^ 2`. -/
theorem shift_mean_and_variance (S n w : ℝ) :
    HasSum (fun x : ℕ × ℕ => satelliteWeight S n x.1 x.2 * (((x.1 : ℝ) - x.2) * w)) (S * w) ∧
    HasSum (fun x : ℕ × ℕ => satelliteWeight S n x.1 x.2 * (((x.1 : ℝ) - x.2) * w - S * w) ^ 2)
      (S * (2 * n + 1) * w ^ 2) := by
  have J := joint_factorial_moment S n
  have two : ∀ k : ℕ, (k.descFactorial 2 : ℝ) = (k : ℝ) * ((k : ℝ) - 1) := by
    intro k
    cases k with
    | zero => simp
    | succ k =>
      simp [Nat.descFactorial]
      ring
  have tr : ∀ (f g : ℕ × ℕ → ℝ) (a b : ℝ), HasSum f a → (∀ x, g x = f x) → b = a →
      HasSum g b := by
    intro f g a b h hf hb
    rw [hb, funext hf]
    exact h
  constructor
  · have h := ((J 1 0).sub (J 0 1)).mul_left w
    refine tr _ _ _ _ h (fun x => ?_) ?_
    · simp only [Nat.descFactorial_one, Nat.descFactorial_zero, Nat.cast_one]
      ring
    · ring
  · -- expand the square in factorial moments
    have h := ((((((J 2 0).add (J 0 2)).add ((J 1 0).mul_left (1 - 2 * S))).add
      ((J 0 1).mul_left (1 + 2 * S))).add ((J 1 1).mul_left (-2))).add
      ((J 0 0).mul_left (S ^ 2))).mul_left (w ^ 2)
    refine tr _ _ _ _ h (fun x => ?_) ?_
    · simp only [two, Nat.descFactorial_one, Nat.descFactorial_zero, Nat.cast_one]
      ring
    · ring
```

`two` rewrites the falling factorial of order two as $k(k-1)$. The long combination of `J` terms is the expansion of the square given earlier, and `ring` verifies it for each pair and for the total. The two sums are a mean and a variance in the probabilistic sense when $S,n\ge 0$.

Within this one-mode linear model, the total weight and these two moments can test a computed list of satellite weights for missing terms. The test applies before the lines are broadened, and the total weight is informative only if the list has not been rescaled to sum to one.

The same argument with factorial moments up to third order gives a third central moment of $Sw^3$, independent of temperature; that extension is not formalised here.

## Net lines and detailed balance

```lean
/-- The sums that define the net emission and absorption lines converge. -/
theorem lines_summable (S n : ℝ) (k : ℕ) :
    Summable (fun q : ℕ => satelliteWeight S n (q + k) q) ∧
      Summable (fun q : ℕ => satelliteWeight S n q (q + k)) := by
  have h := (joint_factorial_moment S n 0 0).summable
  simp only [Nat.descFactorial_zero, Nat.cast_one, one_mul] at h
  have i1 : Function.Injective (fun q : ℕ => (q + k, q)) := fun _ _ e => congrArg Prod.snd e
  have i2 : Function.Injective (fun q : ℕ => (q, q + k)) := fun _ _ e => congrArg Prod.fst e
  have s1 := h.comp_injective i1
  have s2 := h.comp_injective i2
  exact ⟨s1, s2⟩
```

Lean assigns the value zero to a divergent infinite sum, so this theorem is what makes the net lines meaningful. Each is a subseries of the convergent double series, picked out by an injective map.

```lean
/-- The net emission line of order `k` times `n ^ k` equals the net absorption line of order `k`
times `(n + 1) ^ k`. -/
theorem line_ratio (S n : ℝ) (k : ℕ) :
    n ^ k * emissionLine S n k = (n + 1) ^ k * absorptionLine S n k := by
  rw [emissionLine, absorptionLine, ← tsum_mul_left, ← tsum_mul_left]
  refine tsum_congr fun q => ?_
  simp only [satelliteWeight, poissonWeight]
  generalize n + 1 = m
  simp only [mul_pow, pow_add]
  ring
```

The product form avoids division. It includes $n=0$, and also $S=0$, where both lines vanish for $k\ge 1$ and have no ratio. `tsum_congr` reduces it to the termwise equality.

```lean
/-- Detailed balance: at Bose-Einstein occupation of inverse temperature `β`, the net absorption
line of order `k` is `exp (-k β w)` times the net emission line. -/
theorem detailed_balance (S β w : ℝ) (hβ : 0 < β) (hw : 0 < w) (k : ℕ) :
    absorptionLine S (1 / (Real.exp (β * w) - 1)) k
      = Real.exp (-((k : ℝ) * (β * w))) * emissionLine S (1 / (Real.exp (β * w) - 1)) k := by
  have hx : 0 < Real.exp (β * w) - 1 := by
    have h1 := Real.add_one_le_exp (β * w)
    have h2 := mul_pos hβ hw
    linarith
  have h := line_ratio S (1 / (Real.exp (β * w) - 1)) k
  have hn : 1 / (Real.exp (β * w) - 1) + 1
      = Real.exp (β * w) * (1 / (Real.exp (β * w) - 1)) := by
    have hx' := hx.ne'
    rw [div_add_one hx', mul_one_div]
    congr 1
    ring
  have hpos : (1 / (Real.exp (β * w) - 1)) ^ k ≠ 0 := pow_ne_zero k (one_div_pos.mpr hx).ne'
  rw [hn, mul_pow] at h
  -- cancel the common power of the occupation
  have hE : emissionLine S (1 / (Real.exp (β * w) - 1)) k
      = Real.exp (β * w) ^ k * absorptionLine S (1 / (Real.exp (β * w) - 1)) k := by
    apply mul_left_cancel₀ hpos
    rw [h]
    ring
  rw [hE, Real.exp_neg, Real.exp_nat_mul,
    inv_mul_cancel_left₀ (pow_ne_zero k (Real.exp_pos (β * w)).ne')]

end

end ExcitonPhononSatellites
```

The Bose-Einstein occupation is inserted as an assumption about equilibrium. Positive `β` and `w` make it positive, which permits the cancellation of $n^k$; `hn` is the relation $n+1=e^{\beta w}n$.

```lean
#print axioms ExcitonPhononSatellites.satelliteWeight_probability
-- 'ExcitonPhononSatellites.satelliteWeight_probability' depends on axioms: [propext, Classical.choice, Quot.sound]
#print axioms ExcitonPhononSatellites.shift_mean_and_variance
-- 'ExcitonPhononSatellites.shift_mean_and_variance' depends on axioms: [propext, Classical.choice, Quot.sound]
#print axioms ExcitonPhononSatellites.lines_summable
-- 'ExcitonPhononSatellites.lines_summable' depends on axioms: [propext, Classical.choice, Quot.sound]
#print axioms ExcitonPhononSatellites.detailed_balance
-- 'ExcitonPhononSatellites.detailed_balance' depends on axioms: [propext, Classical.choice, Quot.sound]
```
